# Exact recovery by a trace-preserving operation implies the Knill–Laflamme condition in finite dimension

A data qubit holds an unknown state. Beside it sits a flag qubit, initially down. Noise flips the flag with probability 16/25 and leaves the data alone, so reading the flag and resetting it restores the original state. Let P project onto the flag-down states and let F flip the flag. The errors are E_0 = (3/5)·1 and E_1 = (4/5)F, and the recovery operators are R_0 = P and R_1 = PF. Since F² = 1 and PFP = 0,

R_0 E_0 P = (3/5)P,  R_1 E_1 P = (4/5)P,  R_0 E_1 P = R_1 E_0 P = 0.

Each error followed by each recovery operator acts on the code as a number. The same holds for any finite list of errors on a finite-dimensional code that a trace-preserving recovery corrects exactly, and it constrains the errors themselves.

```lean
import Mathlib

open Matrix
open scoped ComplexOrder

namespace KnillLaflamme

variable {n ι κ : Type*} [Fintype n] [Fintype ι] [Fintype κ]
```

The finite types `n`, `ι` and `κ` label basis states, errors and recovery operators. An operator is a `Matrix n n ℂ`, and `ᴴ` is the adjoint †.

```lean
/-- The operator obtained from `ρ` when the errors `E i` act first and the recovery
operators `R j` act afterwards. -/
def afterRecovery (E : ι → Matrix n n ℂ) (R : κ → Matrix n n ℂ) (ρ : Matrix n n ℂ) :
    Matrix n n ℂ :=
  ∑ j, ∑ i, R j * E i * ρ * (E i)ᴴ * (R j)ᴴ
```

This is the state after noise and recovery, ∑_j ∑_i R_j E_i ρ E_i† R_j†.

## From code states to coherences

```lean
/-- Errors followed by recovery act linearly on operators. -/
theorem afterRecovery_linear (E : ι → Matrix n n ℂ) (R : κ → Matrix n n ℂ) :
    (∀ ρ σ, afterRecovery E R (ρ + σ) = afterRecovery E R ρ + afterRecovery E R σ) ∧
    (∀ (c : ℂ) ρ, afterRecovery E R (c • ρ) = c • afterRecovery E R ρ) := by
  constructor
  · intro ρ σ
    simp only [afterRecovery, Matrix.mul_add, Matrix.add_mul, Finset.sum_add_distrib]
  · intro c ρ
    simp only [afterRecovery, Matrix.mul_smul, Matrix.smul_mul, Finset.smul_sum]
```

Sums and scalar factors pass through each product, so the map is linear.

```lean
/-- Polarisation: `U V†` is a combination of four positive operators `W W†`. -/
theorem polarisation (U V : Matrix n n ℂ) :
    U * Vᴴ = (1 / 4 : ℂ) • ((U + (1 : ℂ) • V) * (U + (1 : ℂ) • V)ᴴ)
      + (-1 / 4 : ℂ) • ((U + (-1 : ℂ) • V) * (U + (-1 : ℂ) • V)ᴴ)
      + (Complex.I / 4) • ((U + Complex.I • V) * (U + Complex.I • V)ᴴ)
      + (-Complex.I / 4) • ((U + (-Complex.I) • V) * (U + (-Complex.I) • V)ᴴ) := by
  have hF : ∀ c d : ℂ, star c = d → (U + c • V) * (U + c • V)ᴴ
      = U * Uᴴ + d • (U * Vᴴ) + c • (V * Uᴴ) + (c * d) • (V * Vᴴ) := by
    intro c d h
    rw [conjTranspose_add, conjTranspose_smul, h]
    simp only [Matrix.mul_add, Matrix.add_mul, Matrix.mul_smul, Matrix.smul_mul]
    module
  rw [hF 1 1 (by simp), hF (-1) (-1) (by simp), hF Complex.I (-Complex.I) (by simp),
    hF (-Complex.I) Complex.I (by simp)]
  linear_combination (norm := module)
    Complex.I_mul_I • ((1 / 2 : ℂ) • (U * Vᴴ - V * Uᴴ))
```

For |c| = 1,

(U + cV)(U + cV)† = UU† + conj(c) UV† + c VU† + VV†.

Multiply by c/4 and sum over c = 1, −1, i, −i. Since ∑c = ∑c² = 0, only UV† survives. In Lean, `hF` is the expansion, and `linear_combination` collects the terms using i² = −1.

```lean
variable [DecidableEq n]

/-- A density operator supported on the code space with projector `P`. -/
structure IsCodeState (P ρ : Matrix n n ℂ) : Prop where
  pos : ρ.PosSemidef
  trace_one : ρ.trace = 1
  supported : P * ρ * P = ρ
```

A code state is a density operator, positive with trace one, that satisfies PρP = ρ.

```lean
/-- The recovery `R` corrects the errors `E` on the code `P`: every code state is restored. -/
def Corrects (P : Matrix n n ℂ) (E : ι → Matrix n n ℂ) (R : κ → Matrix n n ℂ) : Prop :=
  ∀ ρ, IsCodeState P ρ → afterRecovery E R ρ = ρ
```

`Corrects` demands exact restoration of every code state. It could have demanded this of every matrix with PρP = ρ. The next two theorems would then be unnecessary, but anyone applying the result would have to establish restoration of coherences as well as states. Restoration includes the trace, so the E_i must carry their weights: with the bare errors 1 and F, the recovery of the opening example returns 2ρ. If a recovery returns λρ for every code state, with the same λ > 0, divide each E_i by √λ first.

```lean
/-- If all code states are restored, so is every positive operator `M M†` with `P M = M`,
whatever its trace; here `P` is Hermitian. -/
theorem Corrects.positive {P : Matrix n n ℂ} {E : ι → Matrix n n ℂ} {R : κ → Matrix n n ℂ}
    (h : Corrects P E R) (hP : P.IsHermitian) (M : Matrix n n ℂ) (hM : P * M = M) :
    afterRecovery E R (M * Mᴴ) = M * Mᴴ := by
  by_cases h0 : M = 0
  · simp [h0, afterRecovery]
  -- the trace of `M M†` is a positive number `t`
  obtain ⟨t, ht⟩ : ∃ t : ℝ, t = ∑ i, ∑ j, Complex.normSq (M i j) := ⟨_, rfl⟩
  have htr : (M * Mᴴ).trace = (t : ℂ) := by
    simp [ht, Matrix.trace, Matrix.mul_apply, Complex.mul_conj]
  have hnn : 0 ≤ t := by
    rw [ht]
    exact Finset.sum_nonneg fun i _ => Finset.sum_nonneg fun j _ => Complex.normSq_nonneg _
  have hne : t ≠ 0 := by
    intro hz
    apply h0
    ext i j
    have h1 := (Finset.sum_eq_zero_iff_of_nonneg (fun i _ =>
      Finset.sum_nonneg fun j _ => Complex.normSq_nonneg (M i j))).1 (ht.symm.trans hz)
      i (Finset.mem_univ i)
    have h2 := (Finset.sum_eq_zero_iff_of_nonneg (fun j _ =>
      Complex.normSq_nonneg (M i j))).1 h1 j (Finset.mem_univ j)
    exact Complex.normSq_eq_zero.1 h2
  -- rescale `M` by `r = 1 / √t` to get a density operator
  obtain ⟨r, hr⟩ : ∃ r : ℝ, r * r * t = 1 := by
    have h1 : (√t)⁻¹ * √t = 1 :=
      inv_mul_cancel₀ (Real.sqrt_ne_zero'.2 (lt_of_le_of_ne hnn hne.symm))
    have h2 : √t * √t = t := Real.mul_self_sqrt hnn
    exact ⟨(√t)⁻¹, by
      linear_combination ((√t)⁻¹ * √t + 1) * h1 - (√t)⁻¹ * (√t)⁻¹ * h2⟩
  have hrC : (r : ℂ) * r * t = 1 := by exact_mod_cast hr
  have hc : (r : ℂ) * r ≠ 0 := left_ne_zero_of_mul_eq_one hrC
  have hN : ((r : ℂ) • M) * ((r : ℂ) • M)ᴴ = ((r : ℂ) * r) • (M * Mᴴ) := by
    have hs : star (r : ℂ) = r := Complex.conj_ofReal r
    rw [conjTranspose_smul, hs, Matrix.smul_mul, Matrix.mul_smul, smul_smul]
  have hM' : Mᴴ * P = Mᴴ := by
    have h1 := congrArg conjTranspose hM
    rwa [conjTranspose_mul, hP.eq] at h1
  have hstate : IsCodeState P (((r : ℂ) * r) • (M * Mᴴ)) := by
    refine ⟨?_, ?_, ?_⟩
    · rw [← hN]
      exact Matrix.posSemidef_self_mul_conjTranspose _
    · rw [Matrix.trace_smul, htr, smul_eq_mul, hrC]
    · rw [Matrix.mul_smul, Matrix.smul_mul, ← Matrix.mul_assoc, hM, Matrix.mul_assoc, hM']
  have h1 := h _ hstate
  rw [(afterRecovery_linear E R).2] at h1
  exact (IsUnit.smul_left_cancel (IsUnit.mk0 _ hc)).1 h1
```

Let PM = M. If M = 0, there is nothing to do. Otherwise t = tr(MM†) = ∑|M_ij|² is positive, and MM†/t is a code state: it is positive, has trace one, and satisfies PMM†P = MM† because M†P = (PM)† = M†. It is restored, and linearity removes the factor 1/t. Lean rescales M by r = 1/√t, which keeps the form MM† and makes positivity immediate.

```lean
/-- If all code states are restored, so is every operator `P X P` on the code space, coherences
included; here `P` is a Hermitian projector. -/
theorem Corrects.operator {P : Matrix n n ℂ} {E : ι → Matrix n n ℂ} {R : κ → Matrix n n ℂ}
    (h : Corrects P E R) (hP : P.IsHermitian) (hPP : P * P = P) (X : Matrix n n ℂ) :
    afterRecovery E R (P * X * P) = P * X * P := by
  have key : ∀ c : ℂ, afterRecovery E R ((P * X + c • P) * (P * X + c • P)ᴴ)
      = (P * X + c • P) * (P * X + c • P)ᴴ := fun c =>
    h.positive hP _ (by rw [Matrix.mul_add, Matrix.mul_smul, ← Matrix.mul_assoc, hPP])
  have hpol := polarisation (P * X) P
  rw [hP.eq] at hpol
  rw [hpol]
  simp only [(afterRecovery_linear E R).1, (afterRecovery_linear E R).2, key]
```

Take U = PX and V = P in the polarisation identity, so that UV† = PXP. Each U + cV is unchanged by P on the left, so the previous theorem restores all four positive terms (`key`), and linearity restores PXP.

## Each error becomes a number

```lean
/-- A pure state cannot be mixed from different states: if the operators `|v k⟩⟨v k|` add up
to `|p⟩⟨p|` with `p` non-zero, every `v k` is a multiple of `p`. -/
theorem pure_decomposition {α β : Type*} [Fintype β] (v : β → α → ℂ) (p : α → ℂ)
    (h : ∀ x y, ∑ k, v k x * star (v k y) = p x * star (p y)) {q : α} (hq : p q ≠ 0) :
    ∃ a : β → ℂ, ∀ k x, v k x = a k * p x := by
  refine ⟨fun k => v k q / p q, fun k x => ?_⟩
  -- the squared moduli of `v k x * p q - v k q * p x` add up to zero over `k`
  have hsum : ∑ k, (v k x * p q - v k q * p x) * star (v k x * p q - v k q * p x) = 0 := by
    calc _ = ∑ k, (p q * star (p q) * (v k x * star (v k x))
          - p q * star (p x) * (v k x * star (v k q))
          - p x * star (p q) * (v k q * star (v k x))
          + p x * star (p x) * (v k q * star (v k q))) := by
            refine Finset.sum_congr rfl fun k _ => ?_
            simp only [star_sub, star_mul']
            ring
      _ = 0 := by
            simp only [Finset.sum_add_distrib, Finset.sum_sub_distrib, ← Finset.mul_sum, h]
            ring
  have hn : ∑ k, Complex.normSq (v k x * p q - v k q * p x) = 0 := by
    apply Complex.ofReal_eq_zero.1
    rw [Complex.ofReal_sum]
    exact (Finset.sum_congr rfl fun k _ => (Complex.mul_conj _).symm).trans hsum
  have hk := (Finset.sum_eq_zero_iff_of_nonneg (fun k _ =>
    Complex.normSq_nonneg (v k x * p q - v k q * p x))).1 hn k (Finset.mem_univ k)
  rw [div_mul_eq_mul_div, eq_div_iff hq]
  exact sub_eq_zero.1 (Complex.normSq_eq_zero.1 hk)
```

Here p is an unnormalised vector and q one of its indices, not momentum and position. Given ∑_k v_k(x) conj(v_k(y)) = p(x) conj(p(y)) and p(q) ≠ 0, define

w_k(x) = v_k(x) p(q) − v_k(q) p(x).

Expanding the square and inserting the assumption gives

∑_k |w_k(x)|² = (1 − 1 − 1 + 1) |p(x)|² |p(q)|² = 0.

Every w_k(x) therefore vanishes, and v_k(x) = a_k p(x) with a_k = v_k(q)/p(q). `hsum` is this expansion.

```lean
/-- When the code `P`, a Hermitian projector, is corrected, each error followed by each recovery
operator acts on the code space as a number. -/
theorem Corrects.scalar {P : Matrix n n ℂ} {E : ι → Matrix n n ℂ} {R : κ → Matrix n n ℂ}
    (h : Corrects P E R) (hP : P.IsHermitian) (hPP : P * P = P) :
    ∃ a : Matrix κ ι ℂ, ∀ j i, R j * E i * P = a j i • P := by
  by_cases h0 : P = 0
  · exact ⟨0, fun j i => by simp [h0]⟩
  obtain ⟨x₀, y₀, hxy⟩ : ∃ x y, P x y ≠ 0 := by
    by_contra hcon
    push Not at hcon
    exact h0 (by ext x y; exact hcon x y)
  have hent : ∀ (M : Matrix n n ℂ) (x y b d : n),
      (M * Matrix.single b d (1 : ℂ) * Mᴴ) x y = M x b * star (M y d) := by
    intro M x y b d
    simp [Matrix.mul_apply, Matrix.single_apply, ite_and]
  obtain ⟨a, ha⟩ := pure_decomposition
    (fun (k : κ × ι) (s : n × n) => (R k.1 * E k.2 * P) s.1 s.2) (fun s => P s.1 s.2)
    (by
      intro s t
      -- restore `P |b⟩⟨d| P` with `b = s.2` and `d = t.2`
      have hX : ∑ j, ∑ i, (R j * E i * P) * Matrix.single s.2 t.2 (1 : ℂ) * (R j * E i * P)ᴴ
          = P * Matrix.single s.2 t.2 (1 : ℂ) * Pᴴ := by
        have h1 := h.operator hP hPP (Matrix.single s.2 t.2 (1 : ℂ))
        simpa only [afterRecovery, conjTranspose_mul, hP.eq, Matrix.mul_assoc] using h1
      have h2 := congrFun (congrFun hX s.1) t.1
      simp only [Matrix.sum_apply, hent] at h2
      rw [Fintype.sum_prod_type]
      exact h2) (q := (x₀, y₀)) hxy
  refine ⟨fun j i => a (j, i), fun j i => ?_⟩
  ext x y
  exact ha (j, i) (x, y)
```

If P = 0, take all a_ji = 0. Otherwise P has a non-zero entry. Write M_ji = R_j E_i P and restore the operator P|b⟩⟨d|P, where |b⟩⟨d| is `Matrix.single b d 1`. The (x, y) entry reads

∑_j ∑_i (M_ji)_xb conj((M_ji)_yd) = P_xb conj(P_yd).

With the pair (x, b) treated as one index, this is the assumption of the previous theorem, so R_j E_i P = a_ji P.

## The condition on the errors

```lean
/-- **Knill-Laflamme condition, necessity.** If a trace-preserving recovery restores all states
of the code with Hermitian projector `P`, then `P E_i† E_l P = c_il P` for a positive
semidefinite matrix `c`. -/
theorem knillLaflamme_necessity {P : Matrix n n ℂ} {E : ι → Matrix n n ℂ}
    {R : κ → Matrix n n ℂ} (hP : P.IsHermitian) (hPP : P * P = P)
    (hR : ∑ j, (R j)ᴴ * R j = 1) (h : Corrects P E R) :
    ∃ c : Matrix ι ι ℂ, c.PosSemidef ∧ ∀ i l, P * (E i)ᴴ * E l * P = c i l • P := by
  obtain ⟨a, ha⟩ := h.scalar hP hPP
  refine ⟨aᴴ * a, Matrix.posSemidef_conjTranspose_mul_self a, fun i l => ?_⟩
  calc P * (E i)ᴴ * E l * P = P * (E i)ᴴ * (∑ j, (R j)ᴴ * R j) * E l * P := by
        rw [hR, Matrix.mul_one]
    _ = ∑ j, (R j * E i * P)ᴴ * (R j * E l * P) := by
        simp only [Finset.mul_sum, Finset.sum_mul, conjTranspose_mul, hP.eq, Matrix.mul_assoc]
    _ = (aᴴ * a) i l • P := by
        rw [Matrix.mul_apply, Finset.sum_smul]
        refine Finset.sum_congr rfl fun j _ => ?_
        rw [ha, ha, conjTranspose_smul, hP.eq, Matrix.smul_mul, Matrix.mul_smul, hPP,
          smul_smul, conjTranspose_apply]
```

The hypotheses say that P is a Hermitian projector, that the recovery conserves total probability (`hR`), and that it corrects the code. Inserting ∑_j R_j†R_j = 1 gives

P E_i† E_l P = ∑_j (R_j E_i P)† (R_j E_l P) = ∑_j conj(a_ji) a_jl P = (a†a)_il P.

So c = a†a, which is positive semidefinite. The `calc` block follows these equalities. The implication runs from recovery to condition; building a recovery from c takes a separate argument.

In a calculation, one evaluates ⟨μ|E_i†E_l|ν⟩ in an orthonormal basis of the code and looks for c_il δ_μν. For the code spanned by |000⟩ and |111⟩, with errors √(1−s)·1 and √s·Z, where Z changes the sign of |1⟩ on the first qubit and 0 < s < 1, the mixed product has diagonal elements √(s(1−s)) and −√(s(1−s)). They differ, so no trace-preserving recovery corrects this noise exactly.

```lean
/-- The environment learns nothing: if a trace-preserving recovery corrects the code with
Hermitian projector `P`, the numbers `tr (E_l ρ E_i†)` are the same for all code states. -/
theorem environment_independent {P : Matrix n n ℂ} {E : ι → Matrix n n ℂ}
    {R : κ → Matrix n n ℂ} (hP : P.IsHermitian) (hPP : P * P = P)
    (hR : ∑ j, (R j)ᴴ * R j = 1) (h : Corrects P E R) {ρ σ : Matrix n n ℂ}
    (hρ : IsCodeState P ρ) (hσ : IsCodeState P σ) (i l : ι) :
    (E l * ρ * (E i)ᴴ).trace = (E l * σ * (E i)ᴴ).trace := by
  obtain ⟨c, -, hc⟩ := knillLaflamme_necessity hP hPP hR h
  have key : ∀ τ, IsCodeState P τ → (E l * τ * (E i)ᴴ).trace = c i l := by
    intro τ hτ
    have hPτ : P * τ = τ := by
      calc P * τ = P * (P * τ * P) := by rw [hτ.supported]
        _ = (P * P) * τ * P := by simp only [Matrix.mul_assoc]
        _ = τ := by rw [hPP, hτ.supported]
    calc (E l * τ * (E i)ᴴ).trace = (E l * (P * τ * P) * (E i)ᴴ).trace := by
          rw [hτ.supported]
      _ = ((E l * P * τ) * (P * (E i)ᴴ)).trace := by simp only [Matrix.mul_assoc]
      _ = ((P * (E i)ᴴ) * (E l * P * τ)).trace := Matrix.trace_mul_comm _ _
      _ = ((P * (E i)ᴴ * E l * P) * τ).trace := by simp only [Matrix.mul_assoc]
      _ = c i l := by
          rw [hc, Matrix.smul_mul, hPτ, Matrix.trace_smul, hτ.trace_one, smul_eq_mul, mul_one]
  rw [key ρ hρ, key σ hσ]
```

For a code state, ρ = PρP and Pρ = ρ, so cyclicity of the trace gives

tr(E_l ρ E_i†) = tr(P E_i† E_l P ρ) = c_il tr ρ = c_il.

Suppose that the environment starts in a pure state and that E_i describes what happens to the system when the environment ends in its i-th basis state. These numbers then form the final state of the environment, up to index order. In finite-dimensional quantum mechanics with exact recovery, the environment thus carries no information about which code state was stored. Applying this to a device assumes that its noise really is described by the listed E_i, acting on a system initially uncorrelated with its surroundings.

## The flag code in matrices

```lean
/-- Projector onto the states of a flag qubit and a data qubit in which the flag is down. -/
def flagCode : Matrix (Fin 4) (Fin 4) ℂ := !![1, 0, 0, 0; 0, 1, 0, 0; 0, 0, 0, 0; 0, 0, 0, 0]
```

This is P from the opening example, with the two flag-down states listed first.

```lean
/-- The error that flips the flag qubit and leaves the data qubit alone. -/
def flagFlip : Matrix (Fin 4) (Fin 4) ℂ := !![0, 0, 1, 0; 0, 0, 0, 1; 1, 0, 0, 0; 0, 1, 0, 0]
```

This is F, which exchanges the flag-down and flag-up states while keeping the data.

```lean
/-- The flag code, with the flag flipped with probability 16/25 and then reset, meets all
hypotheses of the necessity theorem. -/
theorem knillLaflamme_witness :
    flagCode.IsHermitian ∧ flagCode * flagCode = flagCode ∧
    (∑ j, (![flagCode, flagCode * flagFlip] j)ᴴ * ![flagCode, flagCode * flagFlip] j = 1) ∧
    Corrects flagCode ![(3 / 5 : ℂ) • (1 : Matrix (Fin 4) (Fin 4) ℂ), (4 / 5 : ℂ) • flagFlip]
      ![flagCode, flagCode * flagFlip] := by
  have hP : flagCodeᴴ = flagCode := by
    ext i j; fin_cases i <;> fin_cases j <;> simp [flagCode]
  have hX : flagFlipᴴ = flagFlip := by
    ext i j; fin_cases i <;> fin_cases j <;> simp [flagFlip]
  have hPP : flagCode * flagCode = flagCode := by
    ext i j; fin_cases i <;> fin_cases j <;>
      simp [flagCode, Matrix.mul_apply, Fin.sum_univ_succ]
  have hXX : flagFlip * flagFlip = 1 := by
    ext i j; fin_cases i <;> fin_cases j <;>
      simp [flagFlip, Matrix.mul_apply, Fin.sum_univ_succ]
  have hPXP : flagCode * flagFlip * flagCode = 0 := by
    ext i j; fin_cases i <;> fin_cases j <;>
      simp [flagCode, flagFlip, Matrix.mul_apply, Fin.sum_univ_succ]
  have hsum : flagCode + flagFlip * flagCode * flagFlip = 1 := by
    ext i j; fin_cases i <;> fin_cases j <;> simp [flagCode, flagFlip]
  refine ⟨hP, hPP, ?_, ?_⟩
  · rw [Fin.sum_univ_two]
    change flagCodeᴴ * flagCode + (flagCode * flagFlip)ᴴ * (flagCode * flagFlip) = 1
    rw [conjTranspose_mul, hP, hX, hPP, ← hsum]
    congr 1
    rw [← Matrix.mul_assoc, Matrix.mul_assoc flagFlip, hPP]
  · intro ρ hρ
    have hl : flagCode * ρ = ρ := by
      rw [← hρ.supported, ← Matrix.mul_assoc, ← Matrix.mul_assoc, hPP]
    have hr : ρ * flagCode = ρ := by
      rw [← hρ.supported, Matrix.mul_assoc, hPP]
    -- a single flip takes the code space to an orthogonal one
    have h0 : ∀ Z, flagCode * (flagFlip * (ρ * Z)) = 0 := by
      intro Z
      calc flagCode * (flagFlip * (ρ * Z)) = flagCode * (flagFlip * (flagCode * ρ * Z)) := by
            rw [hl]
        _ = (flagCode * flagFlip * flagCode) * (ρ * Z) := by simp only [Matrix.mul_assoc]
        _ = 0 := by rw [hPXP, Matrix.zero_mul]
    have h2 : ∀ Z, flagFlip * (flagFlip * Z) = Z := by
      intro Z
      rw [← Matrix.mul_assoc, hXX, Matrix.one_mul]
    have h3 : star (3 / 5 : ℂ) = 3 / 5 := by simp
    have h4 : star (4 / 5 : ℂ) = 4 / 5 := by simp
    simp only [afterRecovery, Fin.sum_univ_two, Matrix.cons_val_zero, Matrix.cons_val_one,
      conjTranspose_smul, conjTranspose_one, conjTranspose_mul, hP, hX, h3, h4,
      Matrix.smul_mul, Matrix.mul_smul, Matrix.one_mul, Matrix.mul_assoc,
      h0, h2, hl, hr, smul_zero, add_zero, zero_add]
    module

end KnillLaflamme
```

The opening example satisfies every hypothesis. `fin_cases` checks the small matrix identities entry by entry, including P + FPF = 1, which gives ∑_j R_j†R_j = 1. In the correction sum the cross terms vanish because PFP = 0, leaving (9/25)ρ + (16/25)ρ = ρ.

```lean
#print axioms KnillLaflamme.knillLaflamme_necessity
#print axioms KnillLaflamme.environment_independent
```

```
'KnillLaflamme.knillLaflamme_necessity' depends on axioms: [propext, Classical.choice, Quot.sound]
'KnillLaflamme.environment_independent' depends on axioms: [propext, Classical.choice, Quot.sound]
```
